# Antisymmetric nuclear shielding leaves the first-order resonance frequency unchanged

## Where does the antisymmetric part go?

Let $b$ be the unit vector along the applied field and $S$ a real $3\times3$ shielding matrix, as a plain fraction and not in ppm. In units of the applied field, the nucleus sees $b-Sb$. I take the length $L=|b-Sb|$ as the resonance frequency in units of the bare Larmor frequency.

My calculated shielding matrix is not symmetric, yet the usual formula $L\approx1-a$, with $a=b\cdot Sb$, gives the same frequency if I symmetrise it first. But the antisymmetric part can change the vector $b-Sb$. How can the frequency not notice, and how large is the error?

## It acts through the field perpendicular to $b$

Split off the transverse shielding field $u=Sb-ab$. Since $b\cdot b=1$, we have $b\cdot u=a-a=0$ and
$$|u|^2=|Sb|^2-2a^2+a^2=|Sb|^2-a^2.$$
The local field is $b-Sb=(1-a)b-u$, so by Pythagoras
$$L^2=(1-a)^2+|u|^2.$$
Write $p=1-a$ and assume $a<1$, so $p>0$. Then $L\ge p$, with equality exactly when $u=0$, that is, when $b$ is an eigenvector of $S$. For the upper bound,
$$2p(L-p)=L^2-p^2-(L-p)^2\le|u|^2.$$
Dividing by $2p$ gives
$$0\le L-(1-a)\le\frac{|Sb|^2-a^2}{2(1-a)}.$$

Now add $A$ with $A^T=-A$. Then $b\cdot Ab=(A^Tb)\cdot b=-b\cdot Ab$, so $b\cdot Ab=0$ and $a$ is unchanged. The bounds hold for $S+A$ with the same $a$, and $|Sb|^2$ becomes $|(S+A)b|^2$. This contains the cross term $2\,Sb\cdot Ab$, so the deviation from $1-a$ is of second order in the shielding as a whole, not in $A$ alone.

Conversely, suppose $b\cdot Ab=0$ for every unit $b$. The axes give $A_{ii}=0$, and $b=(3/5,4/5,0)$ then gives $\tfrac{12}{25}(A_{01}+A_{10})=0$; the other two pairs go likewise.

To make "first order" precise, scale the shielding by $t$:
$$L(t)=\sqrt{1-2at+|(S+A)b|^2t^2},\qquad L'(0)=-a.$$

The second-order effect is real. If the only non-zero entries of $A$ are $A_{01}=-s$ and $A_{10}=s$, a field along $x$ gives $b-Ab=(1,-s,0)$, of length $\sqrt{1+s^2}$.

The condition $a<1$ says that shielding does not cancel or reverse the field component along $b$. With no restriction on $a$ the upper bound fails: $S=2I$ gives $a=2$ and $L=1$, so the deviation is $2$ while the bound is $0$.

For line positions of a single spin in a static field, without quadrupole coupling, a computed shielding tensor may therefore be symmetrised at first order. The model also leaves out couplings to other spins, motion and relaxation.

## The statements in Lean

`localField S b` is $b-Sb$, `parallelShielding S b` is $a$, and `transverseField S b` is $u$. `fieldLength` is defined through the dot product because the default norm on `Fin 3 → ℝ` is the largest absolute component. The hypotheses `hb`, `ha` and `hA` are $|b|=1$, $a<1$ and $A^T=-A$.

`resonance_bounds` is the two-sided bound, and `resonance_bounds_add_antisymm` is its version for $S+A$. `first_order_invisible_iff` says that adding $A$ preserves $a$ for all unit directions if and only if $A$ is antisymmetric. `hasDerivAt_resonance` gives the derivative and does not need $a<1$.

```lean
import Mathlib

open Matrix

namespace AntisymmetricShielding

noncomputable section

/-- The Euclidean length of a vector in real 3-space. -/
def fieldLength (v : Fin 3 → ℝ) : ℝ := √(v ⬝ᵥ v)

/-- The magnetic field at a nucleus with shielding matrix `S`, for the applied field `b`. -/
def localField (S : Matrix (Fin 3) (Fin 3) ℝ) (b : Fin 3 → ℝ) : Fin 3 → ℝ := b - S *ᵥ b

/-- The parallel shielding `b · S b`. -/
def parallelShielding (S : Matrix (Fin 3) (Fin 3) ℝ) (b : Fin 3 → ℝ) : ℝ := b ⬝ᵥ (S *ᵥ b)

/-- The shielding field `S b` minus `b` times the parallel shielding. -/
def transverseField (S : Matrix (Fin 3) (Fin 3) ℝ) (b : Fin 3 → ℝ) : Fin 3 → ℝ :=
  S *ᵥ b - parallelShielding S b • b

/-- The squared length of a vector is its dot product with itself. -/
theorem fieldLength_sq (v : Fin 3 → ℝ) : fieldLength v ^ 2 = v ⬝ᵥ v := by
  have h : 0 ≤ v ⬝ᵥ v := by
    unfold dotProduct
    exact Finset.sum_nonneg fun i _ => mul_self_nonneg (v i)
  exact Real.sq_sqrt h

/-- For a unit applied field, the squared transverse field is the squared shielding field
minus the squared parallel shielding. -/
theorem transverseField_sq (S : Matrix (Fin 3) (Fin 3) ℝ) (b : Fin 3 → ℝ)
    (hb : b ⬝ᵥ b = 1) :
    fieldLength (transverseField S b) ^ 2
      = fieldLength (S *ᵥ b) ^ 2 - parallelShielding S b ^ 2 := by
  rw [fieldLength_sq, fieldLength_sq]
  simp only [transverseField, parallelShielding, sub_dotProduct, dotProduct_sub,
    smul_dotProduct, dotProduct_smul, smul_eq_mul, hb, dotProduct_comm (S *ᵥ b) b]
  ring

/-- Pythagoras for the local field: for a unit applied field, its squared length is the sum of
the squares of `1 - b · S b` and of the transverse field. -/
theorem localField_sq (S : Matrix (Fin 3) (Fin 3) ℝ) (b : Fin 3 → ℝ) (hb : b ⬝ᵥ b = 1) :
    fieldLength (localField S b) ^ 2
      = (1 - parallelShielding S b) ^ 2 + fieldLength (transverseField S b) ^ 2 := by
  rw [transverseField_sq S b hb, fieldLength_sq, fieldLength_sq]
  simp only [localField, parallelShielding, sub_dotProduct, dotProduct_sub, hb,
    dotProduct_comm (S *ᵥ b) b]
  ring

/-- For a unit applied field and parallel shielding below one, the length of the local field
exceeds its first-order value `1 - b · S b` by a non-negative amount, bounded by the squared
transverse shielding over `2 (1 - b · S b)`. -/
theorem resonance_bounds (S : Matrix (Fin 3) (Fin 3) ℝ) (b : Fin 3 → ℝ)
    (hb : b ⬝ᵥ b = 1) (ha : parallelShielding S b < 1) :
    0 ≤ fieldLength (localField S b) - (1 - parallelShielding S b) ∧
    fieldLength (localField S b) - (1 - parallelShielding S b)
      ≤ (fieldLength (S *ᵥ b) ^ 2 - parallelShielding S b ^ 2)
          / (2 * (1 - parallelShielding S b)) := by
  have hL : 0 ≤ fieldLength (localField S b) := Real.sqrt_nonneg _
  have h1 := localField_sq S b hb
  have h2 := transverseField_sq S b hb
  have h3 := sq_nonneg (fieldLength (transverseField S b))
  have hp : 0 < 1 - parallelShielding S b := sub_pos.2 ha
  constructor
  · by_contra h
    have h' : 0 < (1 - parallelShielding S b) - fieldLength (localField S b) := by
      linarith [not_le.mp h]
    have hs : 0 < (1 - parallelShielding S b) + fieldLength (localField S b) := by linarith
    nlinarith [mul_pos h' hs]
  · -- once the denominator is cleared, the slack is the square of the deviation
    rw [le_div_iff₀ (by linarith)]
    nlinarith [sq_nonneg (fieldLength (localField S b) - (1 - parallelShielding S b))]

/-- For a unit applied field and parallel shielding below one, the first-order value is exact
if and only if the shielding field `S b` is `b` times the parallel shielding. -/
theorem first_order_exact_iff (S : Matrix (Fin 3) (Fin 3) ℝ) (b : Fin 3 → ℝ)
    (hb : b ⬝ᵥ b = 1) (ha : parallelShielding S b < 1) :
    fieldLength (localField S b) = 1 - parallelShielding S b
      ↔ S *ᵥ b = parallelShielding S b • b := by
  have h1 := localField_sq S b hb
  constructor
  · intro h
    rw [h] at h1
    have h2 : transverseField S b ⬝ᵥ transverseField S b = 0 := by
      rw [← fieldLength_sq]
      linarith
    exact sub_eq_zero.1 (dotProduct_self_eq_zero.1 h2)
  · intro h
    have h2 : transverseField S b = 0 := sub_eq_zero.2 h
    rw [fieldLength_sq (transverseField S b), h2, dotProduct_zero, add_zero] at h1
    exact (sq_eq_sq₀ (Real.sqrt_nonneg _) (sub_pos.2 ha).le).1 h1

/-- An antisymmetric matrix has no parallel shielding. -/
theorem parallelShielding_antisymm (A : Matrix (Fin 3) (Fin 3) ℝ) (hA : Aᵀ = -A)
    (b : Fin 3 → ℝ) : parallelShielding A b = 0 := by
  have h : b ⬝ᵥ (A *ᵥ b) = -(b ⬝ᵥ (A *ᵥ b)) := by
    conv_lhs => rw [Matrix.dotProduct_mulVec, ← Matrix.mulVec_transpose, hA,
      Matrix.neg_mulVec, neg_dotProduct, dotProduct_comm]
  unfold parallelShielding
  linarith

/-- Adding `A` to the shielding leaves the parallel shielding unchanged for every unit field
direction if and only if `A` is antisymmetric. -/
theorem first_order_invisible_iff (S A : Matrix (Fin 3) (Fin 3) ℝ) :
    (∀ b : Fin 3 → ℝ, b ⬝ᵥ b = 1 → parallelShielding (S + A) b = parallelShielding S b)
      ↔ Aᵀ = -A := by
  have hadd : ∀ b, parallelShielding (S + A) b
      = parallelShielding S b + parallelShielding A b := by
    intro b
    simp only [parallelShielding, Matrix.add_mulVec, dotProduct_add]
  constructor
  · intro h
    have quad : ∀ x y z : ℝ, x * x + y * y + z * z = 1 →
        x * (A 0 0 * x + A 0 1 * y + A 0 2 * z) + y * (A 1 0 * x + A 1 1 * y + A 1 2 * z)
          + z * (A 2 0 * x + A 2 1 * y + A 2 2 * z) = 0 := by
      intro x y z hx
      have h1 := h ![x, y, z] (by simpa [dotProduct, Fin.sum_univ_three] using hx)
      have h2 : parallelShielding A ![x, y, z] = 0 := by linarith [hadd ![x, y, z]]
      simpa [parallelShielding, Matrix.mulVec, dotProduct, Fin.sum_univ_three] using h2
    -- the axes make the diagonal zero, three oblique directions make opposite entries cancel
    have e0 := quad 1 0 0 (by norm_num)
    have e1 := quad 0 1 0 (by norm_num)
    have e2 := quad 0 0 1 (by norm_num)
    have e01 := quad (3 / 5) (4 / 5) 0 (by norm_num)
    have e02 := quad (3 / 5) 0 (4 / 5) (by norm_num)
    have e12 := quad 0 (3 / 5) (4 / 5) (by norm_num)
    ext i j
    fin_cases i <;> fin_cases j <;> simp <;> linarith
  · intro hA b _
    rw [hadd, parallelShielding_antisymm A hA, add_zero]

/-- With an antisymmetric part `A` added to `S`, a unit applied field and parallel shielding of `S`
below one, the length of the local field exceeds `1 - b · S b`, the first-order value for `S` alone,
by a non-negative amount. This amount is at most the squared length of `(S + A) b` minus the square
of `b · S b`, divided by `2 (1 - b · S b)`. -/
theorem resonance_bounds_add_antisymm (S A : Matrix (Fin 3) (Fin 3) ℝ) (hA : Aᵀ = -A)
    (b : Fin 3 → ℝ) (hb : b ⬝ᵥ b = 1) (ha : parallelShielding S b < 1) :
    0 ≤ fieldLength (localField (S + A) b) - (1 - parallelShielding S b) ∧
    fieldLength (localField (S + A) b) - (1 - parallelShielding S b)
      ≤ (fieldLength ((S + A) *ᵥ b) ^ 2 - parallelShielding S b ^ 2)
          / (2 * (1 - parallelShielding S b)) := by
  have h := (first_order_invisible_iff S A).2 hA b hb
  have key := resonance_bounds (S + A) b hb (by rw [h]; exact ha)
  rwa [h] at key

/-- Scale the shielding `S + A`, with `A` antisymmetric, by `t`. For a unit applied field the
length of the local field has derivative `-(b · S b)` at `t = 0`. -/
theorem hasDerivAt_resonance (S A : Matrix (Fin 3) (Fin 3) ℝ) (hA : Aᵀ = -A)
    (b : Fin 3 → ℝ) (hb : b ⬝ᵥ b = 1) :
    HasDerivAt (fun t : ℝ => fieldLength (localField (t • (S + A)) b))
      (-parallelShielding S b) 0 := by
  rw [← (first_order_invisible_iff S A).2 hA b hb]
  generalize S + A = M
  -- the squared length is a quadratic polynomial in the scale
  have key : (fun t : ℝ => fieldLength (localField (t • M) b)) = fun t : ℝ =>
      √(1 - 2 * parallelShielding M b * t + ((M *ᵥ b) ⬝ᵥ (M *ᵥ b)) * t ^ 2) := by
    funext t
    have hM : (t • M) *ᵥ b = t • (M *ᵥ b) := by
      ext i
      simp only [Matrix.mulVec, dotProduct, Fin.sum_univ_three, Matrix.smul_apply,
        Pi.smul_apply, smul_eq_mul]
      ring
    unfold fieldLength localField parallelShielding
    congr 1
    rw [hM]
    simp only [sub_dotProduct, dotProduct_sub, smul_dotProduct, dotProduct_smul,
      smul_eq_mul, hb, dotProduct_comm (M *ᵥ b) b]
    ring
  rw [key]
  generalize parallelShielding M b = a
  generalize (M *ᵥ b) ⬝ᵥ (M *ᵥ b) = q
  have h1 : HasDerivAt (fun t : ℝ => 1 - 2 * a * t + q * t ^ 2) (-(2 * a)) 0 :=
    ((((hasDerivAt_id' (0 : ℝ)).const_mul (2 * a)).const_sub 1).fun_add
      (((hasDerivAt_id' (0 : ℝ)).fun_pow 2).const_mul q)).congr_deriv (by simp)
  refine (h1.sqrt (by norm_num)).congr_deriv ?_
  simp only [mul_zero, sub_zero, ne_eq, OfNat.ofNat_ne_zero, not_false_eq_true, zero_pow,
    add_zero, Real.sqrt_one]
  ring

/-- The matrix with entries `-s` and `s` in the xy block is antisymmetric, and for a unit field
along x it gives a local field of length `√(1 + s²)`. -/
theorem antisymmetric_witness (s : ℝ) :
    (!![0, -s, 0; s, 0, 0; 0, 0, 0] : Matrix (Fin 3) (Fin 3) ℝ)ᵀ
      = -!![0, -s, 0; s, 0, 0; 0, 0, 0] ∧
    fieldLength (localField !![0, -s, 0; s, 0, 0; 0, 0, 0] ![1, 0, 0]) = √(1 + s ^ 2) := by
  constructor
  · ext i j
    fin_cases i <;> fin_cases j <;> simp
  · unfold fieldLength
    congr 1
    simp [localField, dotProduct, Fin.sum_univ_three]
    ring

end

end AntisymmetricShielding
```

```lean
#print axioms AntisymmetricShielding.first_order_exact_iff
-- 'AntisymmetricShielding.first_order_exact_iff' depends on axioms: [propext, Classical.choice, Quot.sound]
#print axioms AntisymmetricShielding.resonance_bounds_add_antisymm
-- 'AntisymmetricShielding.resonance_bounds_add_antisymm' depends on axioms: [propext, Classical.choice, Quot.sound]
#print axioms AntisymmetricShielding.hasDerivAt_resonance
-- 'AntisymmetricShielding.hasDerivAt_resonance' depends on axioms: [propext, Classical.choice, Quot.sound]
```

## From Pythagoras to the bounds

`transverseField_sq` and `localField_sq` expand the dot products and finish with `ring`. In `resonance_bounds`, the lower bound goes by contradiction: if $L<p$, then $(p-L)(p+L)>0$, against Pythagoras. For the upper bound, `le_div_iff₀` clears the denominator and `nlinarith` uses $(L-p)^2\ge0$. `first_order_exact_iff` treats equality, using that a vector with zero squared length vanishes.

`parallelShielding_antisymm` moves $A$ across the dot product by transposition. In `first_order_invisible_iff`, `quad` writes out the quadratic form, and six directions yield linear equations for the entries, from which `linarith` derives $A_{ji}=-A_{ij}$. The bound for $S+A$ is then `resonance_bounds` with $a$ rewritten.

For the derivative, `key` establishes the square-root formula for $L(t)$, and `h1.sqrt` applies the chain rule at $t=0$, where the radicand is $1$. `antisymmetric_witness` checks the explicit example by components.
